# A lattice generated by n vectors has at most 2(2ⁿ − 1) Voronoi neighbours of the origin

Let $L$ be the set of integer combinations of $n$ vectors in a real inner product space. Call a nonzero $R\in L$ strict if every vector of $R+2L$ other than $R$ and $-R$ is longer than $R$. Every shortest nonzero vector of $L$ is strict, and there are at most $2(2^n-1)$ strict vectors. They are exactly the neighbours of the origin in the Voronoi sense defined below, so a plane lattice has at most six neighbours; the hexagonal lattice has exactly six.

For a three-dimensional Bravais lattice the bound is 14. Applied to the reciprocal lattice, it limits the number of faces of the first Brillouin zone, a statement about the geometry of a perfect periodic crystal and not about its electrons.

## Lattice, strict vectors and neighbours

```lean
import Mathlib

open Finset

namespace VoronoiNeighbours

noncomputable section

variable {E : Type*} [NormedAddCommGroup E] [InnerProductSpace ℝ E]
```

`E` is the space in which the vectors live: a real inner product space of any dimension, with norm $|x|=\sqrt{\langle x,x\rangle}$.

```lean
/-- The lattice of all integer combinations of the vectors `a 0, ..., a (n-1)`. -/
def lattice {n : ℕ} (a : Fin n → E) : Submodule ℤ E := Submodule.span ℤ (Set.range a)
```

The generators are $a_0,\dots,a_{n-1}$, since `Fin n` counts from zero, and `lattice a` is the set of all $\sum_i m_i a_i$ with integer $m_i$. If the $a_i$ are the columns of an invertible matrix $A$, this is the textbook lattice $A\mathbb Z^n$. Linear independence is not required, so the definition also admits sets that are not discrete; the bound holds for them too.

```lean
/-- A nonzero lattice vector `R` is strict if all vectors of `R + 2L` other than `R` and `-R`
are longer. -/
def IsStrict (L : Submodule ℤ E) (R : E) : Prop :=
  R ∈ L ∧ R ≠ 0 ∧ ∀ T ∈ L, R + (2 : ℝ) • T ≠ R → R + (2 : ℝ) • T ≠ -R →
    ‖R‖ < ‖R + (2 : ℝ) • T‖
```

A `Prop` is a statement, here one about $L$ and $R$. It has three parts: $R\in L$, $R\neq0$, and $|R|<|R+2T|$ for every $T\in L$ with $R+2T\neq\pm R$. The type `Submodule ℤ E` says that $L$ is closed under addition and integer multiples.

```lean
/-- A nonzero lattice vector `R` is a neighbour of the origin if some point `x` is equally far
from `0` and `R` and strictly farther from every other lattice point. -/
def IsNeighbour (L : Submodule ℤ E) (R : E) : Prop :=
  R ∈ L ∧ R ≠ 0 ∧ ∃ x : E, ‖x‖ = ‖x - R‖ ∧ ∀ T ∈ L, T ≠ 0 → T ≠ R → ‖x‖ < ‖x - T‖
```

This is the geometric notion. The point $x$ lies on the perpendicular bisector of $0$ and $R$, and no other lattice point is as close to it. For a discrete lattice, $x$ is an interior point of the face shared by the Wigner–Seitz cells around $0$ and $R$. In the plane this face is a side of the polygon, and cells that touch only at a corner do not count as neighbours. In three dimensions, cells that touch only at a corner or along an edge do not count.

## Comparing lengths within a class

```lean
/-- Two strict vectors that differ by twice a lattice vector are equal or opposite. -/
theorem IsStrict.eq_or_eq_neg {L : Submodule ℤ E} {R S T : E} (hR : IsStrict L R)
    (hS : IsStrict L S) (hT : T ∈ L) (h : S = R + (2 : ℝ) • T) : S = R ∨ S = -R := by
  by_contra hne
  obtain ⟨h1, h2⟩ := not_or.mp hne
  have hlt := hR.2.2 T hT (h ▸ h1) (h ▸ h2)
  have hback : S + (2 : ℝ) • (-T) = R := by rw [h]; module
  have hgt := hS.2.2 (-T) (L.neg_mem hT) (by rw [hback]; exact fun e => h1 e.symm)
    (by rw [hback]; intro e; exact h2 (by rw [e, neg_neg]))
  rw [hback] at hgt
  rw [← h] at hlt
  exact lt_asymm hlt hgt
```

In a Lean theorem the hypotheses stand before the last main colon, the claim after it, and the proof after `:=`. Here $R$ and $S=R+2T$ are both strict, and the claim is $S=\pm R$.

Suppose not. Strictness of $R$ gives $|R|<|S|$. Since $R=S+2(-T)$, strictness of $S$ gives $|S|<|R|$, a contradiction. In the code these inequalities are `hlt` and `hgt`, and `lt_asymm` says that they conflict.

```lean
/-- Every shortest nonzero lattice vector is strict. -/
theorem isStrict_of_shortest {L : Submodule ℤ E} {R : E} (hR : R ∈ L) (h0 : R ≠ 0)
    (hmin : ∀ T ∈ L, T ≠ 0 → ‖R‖ ≤ ‖T‖) : IsStrict L R := by
  refine ⟨hR, h0, fun T hT h1 h2 => ?_⟩
  have hT0 : T ≠ 0 := by
    rintro rfl
    exact h1 (by simp)
  have hU0 : R + T ≠ 0 := by
    intro h
    exact h2 (by linear_combination (norm := module) (2 : ℝ) • h)
  have a1 := mul_self_le_mul_self (norm_nonneg R) (hmin T hT hT0)
  have a2 := mul_self_le_mul_self (norm_nonneg R) (hmin _ (L.add_mem hR hT) hU0)
  -- parallelogram with sides `R + T` and `T`, whose diagonals are `R + 2T` and `R`
  have hp := parallelogram_law_with_norm ℝ (R + T) T
  rw [show R + T + T = R + (2 : ℝ) • T by module, show R + T - T = R by abel] at hp
  have hpos := mul_pos (norm_pos_iff.mpr h0) (norm_pos_iff.mpr h0)
  by_contra hcon
  have a3 := mul_self_le_mul_self (norm_nonneg _) (not_lt.mp hcon)
  linarith
```

The hypothesis `hmin` says that $R$ is no longer than any nonzero lattice vector. Take $T\in L$ with $R+2T\neq\pm R$. Then $T\neq0$, and also $R+T\neq0$, because $R+T=0$ would give $R+2T=-R$. Both $T$ and $R+T$ are therefore at least as long as $R$. The parallelogram law for these two vectors gives
$$|R+2T|^2+|R|^2=2|R+T|^2+2|T|^2\ge4|R|^2,$$
so $|R+2T|^2\ge3|R|^2>|R|^2$.

The facts `a1` and `a2` are the two length bounds, squared, and `hp` is the parallelogram law. The code assumes that $R+2T$ is not longer than $R$, and `linarith`, which handles linear inequalities, finds the contradiction.

```lean
/-- The neighbours of the origin are exactly the strict vectors. -/
theorem isNeighbour_iff_isStrict {L : Submodule ℤ E} {R : E} :
    IsNeighbour L R ↔ IsStrict L R := by
  constructor
  · rintro ⟨hR, h0, x, hx, hfar⟩
    refine ⟨hR, h0, fun T hT h1 h2 => ?_⟩
    -- compare `x` with the two lattice points `-T` and `R + T`
    have b1 := hfar (-T) (L.neg_mem hT)
      (fun h => h1 (by linear_combination (norm := module) (-2 : ℝ) • h))
      (fun h => h2 (by linear_combination (norm := module) (-2 : ℝ) • h))
    have b2 := hfar (R + T) (L.add_mem hR hT)
      (fun h => h2 (by linear_combination (norm := module) (2 : ℝ) • h))
      (fun h => h1 (by linear_combination (norm := module) (2 : ℝ) • h))
    have c1 := pow_lt_pow_left₀ b1 (norm_nonneg x) two_ne_zero
    have c2 := pow_lt_pow_left₀ b2 (norm_nonneg x) two_ne_zero
    have c0 : ‖x‖ ^ 2 = ‖x - R‖ ^ 2 := by rw [← hx]
    rw [sub_neg_eq_add, norm_add_sq_real] at c1
    rw [norm_sub_sq_real, inner_add_right, norm_add_sq_real] at c2
    rw [norm_sub_sq_real] at c0
    have hn : ‖(2 : ℝ) • T‖ = 2 * ‖T‖ := by rw [norm_smul]; norm_num
    apply lt_of_pow_lt_pow_left₀ 2 (norm_nonneg _)
    rw [norm_add_sq_real, inner_smul_right, hn]
    nlinarith
  · rintro ⟨hR, h0, hs⟩
    -- the midpoint of `0` and `R` is the required point
    refine ⟨hR, h0, (1 / 2 : ℝ) • R, ?_, fun T hT h1 h2 => ?_⟩
    · rw [show (1 / 2 : ℝ) • R - R = -((1 / 2 : ℝ) • R) by module, norm_neg]
    · have h := hs (-T) (L.neg_mem hT)
        (fun h => h1 (by linear_combination (norm := module) (-1 / 2 : ℝ) • h))
        (fun h => h2 (by linear_combination (norm := module) (-1 / 2 : ℝ) • h))
      rw [show R + (2 : ℝ) • (-T) = (2 : ℝ) • ((1 / 2 : ℝ) • R - T) by module, norm_smul] at h
      rw [norm_smul]
      norm_num at h ⊢
      linarith
```

The symbol `↔` means "if and only if", and `constructor` splits the proof into two directions.

Suppose first that $x$ shows $R$ to be a neighbour. Squaring $|x|=|x-R|$ gives $2\langle x,R\rangle=|R|^2$. Let $T\in L$ with $R+2T\neq\pm R$. The lattice points $-T$ and $R+T$ then differ from both $0$ and $R$, so $x$ is strictly farther from them than from $0$. Squaring and expanding,
$$0<2\langle x,T\rangle+|T|^2,\qquad 0<-2\langle x,T\rangle+2\langle R,T\rangle+|T|^2.$$
The sum is $0<2\langle R,T\rangle+2|T|^2$, and hence
$$|R+2T|^2=|R|^2+4\langle R,T\rangle+4|T|^2>|R|^2.$$
The two inequalities are `c1` and `c2`, the bisector condition is `c0`, and `nlinarith` combines them.

Conversely, let $R$ be strict and take the midpoint $x=R/2$, which is equally far from $0$ and $R$. If $T\in L$ is neither $0$ nor $R$, then $R-2T\neq\pm R$, so $|R|<|R-2T|=2\,|R/2-T|$. Halving gives $|x|<|x-T|$.

## Counting by parity

```lean
/-- Lattice vectors whose integer coordinates agree modulo 2 differ by twice a lattice vector. -/
theorem exists_double_of_parity {n : ℕ} (a : Fin n → E) (m k : Fin n → ℤ)
    (h : ∀ i, (m i : ZMod 2) = (k i : ZMod 2)) :
    ∃ T ∈ lattice a, ∑ i, k i • a i = ∑ i, m i • a i + (2 : ℝ) • T := by
  have hd : ∀ i, ∃ q : ℤ, k i - m i = 2 * q := fun i =>
    (ZMod.intCast_eq_intCast_iff_dvd_sub (m i) (k i) 2).mp (h i)
  choose q hq using hd
  refine ⟨∑ i, q i • a i, (Submodule.mem_span_range_iff_exists_fun ℤ).mpr ⟨q, rfl⟩, ?_⟩
  rw [Finset.smul_sum, ← Finset.sum_add_distrib]
  refine Finset.sum_congr rfl fun i _ => ?_
  rw [show k i = m i + (q i + q i) by linarith [hq i], add_smul, add_smul, two_smul]
```

`ZMod 2` is the integers modulo 2. If $m_i$ and $k_i$ have the same parity for every $i$, write $k_i-m_i=2q_i$. Then $\sum_i k_ia_i=\sum_i m_ia_i+2T$ with $T=\sum_i q_ia_i\in L$. The command `choose` collects the separate integers $q_i$ into one function `q`.

```lean
/-- A lattice generated by `n` vectors has finitely many strict vectors, at most
`2 (2^n - 1)`. -/
theorem strict_count {n : ℕ} (a : Fin n → E) :
    {R | IsStrict (lattice a) R}.Finite ∧
      {R | IsStrict (lattice a) R}.ncard ≤ 2 * (2 ^ n - 1) := by
  classical
  -- each parity class contains at most one pair of strict vectors
  have hrep : ∀ c : Fin n → ZMod 2, ∃ r : E, ∀ m : Fin n → ℤ, (∀ i, (m i : ZMod 2) = c i) →
      IsStrict (lattice a) (∑ i, m i • a i) →
      ∑ i, m i • a i = r ∨ ∑ i, m i • a i = -r := by
    intro c
    by_cases hc : ∃ m : Fin n → ℤ, (∀ i, (m i : ZMod 2) = c i) ∧
        IsStrict (lattice a) (∑ i, m i • a i)
    · obtain ⟨m, hm, hs⟩ := hc
      refine ⟨∑ i, m i • a i, fun k hk hks => ?_⟩
      obtain ⟨T, hT, h⟩ := exists_double_of_parity a m k fun i => (hm i).trans (hk i).symm
      exact hs.eq_or_eq_neg hks hT h
    · exact ⟨0, fun m hm hs => (hc ⟨m, hm, hs⟩).elim⟩
  choose r hr using hrep
  let C : Finset (Fin n → ZMod 2) := Finset.univ.erase 0
  have hC : C.card = 2 ^ n - 1 := by
    rw [Finset.card_erase_of_mem (Finset.mem_univ _), Finset.card_univ, Fintype.card_fun,
      ZMod.card, Fintype.card_fin]
  have hsub : {R | IsStrict (lattice a) R} ⊆
      ((C.image r ∪ C.image (fun c => -r c) : Finset E) : Set E) := by
    intro R hR
    obtain ⟨m, rfl⟩ := (Submodule.mem_span_range_iff_exists_fun ℤ).mp hR.1
    have hc : (fun i => (m i : ZMod 2)) ∈ C := by
      refine Finset.mem_erase.mpr ⟨fun h => ?_, Finset.mem_univ _⟩
      -- the even class contains the zero vector, so it has no strict vector
      obtain ⟨T, hT, e⟩ := exists_double_of_parity a 0 m fun i => by
        simpa using (congrFun h i).symm
      have e' : ∑ i, m i • a i + (2 : ℝ) • (-T) = 0 := by
        rw [e]
        simp
      have hlt := hR.2.2 (-T) (Submodule.neg_mem _ hT)
        (by rw [e']; exact hR.2.1.symm)
        (by rw [e']; exact fun z => hR.2.1 (neg_eq_zero.mp z.symm))
      rw [e', norm_zero] at hlt
      exact not_lt_of_ge (norm_nonneg _) hlt
    rw [Finset.mem_coe, Finset.mem_union]
    rcases hr _ m (fun _ => rfl) hR with h | h
    · exact Or.inl (Finset.mem_image.mpr ⟨_, hc, h.symm⟩)
    · exact Or.inr (Finset.mem_image.mpr ⟨_, hc, h.symm⟩)
  refine ⟨(Finset.finite_toSet _).subset hsub, ?_⟩
  have h1 := Set.ncard_le_ncard hsub (Finset.finite_toSet _)
  rw [Set.ncard_coe_finset] at h1
  have h2 := Finset.card_union_le (C.image r) (C.image (fun c => -r c))
  have h3 : (C.image r).card ≤ C.card := Finset.card_image_le
  have h4 : (C.image (fun c => -r c)).card ≤ C.card := Finset.card_image_le
  omega
```

The claim has two halves, finiteness and the bound. Finiteness is stated separately because `ncard`, the number of elements of a set, returns 0 for an infinite set.

By hand, write each strict vector as $\sum_i m_ia_i$, choosing one such expression if there are several, and sort the vectors by the parities of the chosen coordinates $m_i$. There are $2^n$ parity patterns. Two strict vectors with the same pattern differ by an element of $2L$, so they agree up to sign. The all-even pattern contains no strict vector: if $R=2T$, then $R+2(-T)=0$ differs from $\pm R$, and strictness would demand $|R|<0$. This leaves $2^n-1$ patterns with at most two vectors each.

In the code, `r` picks a representative for each pattern `c`, `C` is the set of nonzero patterns, and `hsub` says that every strict vector is $r(c)$ or $-r(c)$ for some $c$ in `C`. The final `omega` does the integer arithmetic.

```lean
/-- In a lattice generated by two vectors the origin has at most six neighbours. -/
theorem plane_neighbours (a : Fin 2 → E) :
    {R | IsNeighbour (lattice a) R}.Finite ∧ {R | IsNeighbour (lattice a) R}.ncard ≤ 6 := by
  simp only [isNeighbour_iff_isStrict]
  simpa using strict_count a
```

For $n=2$ the bound is $2(4-1)=6$, and the equivalence turns strict vectors into neighbours.

Take $a_0=(3,0)$ and $a_1=(1,2)$ as an example. The vector $m_0a_0+m_1a_1$ has squared length $(3m_0+m_1)^2+4m_1^2$. The shortest vectors in each nonzero class are:

| Parity of $(m_0,m_1)$ | Shortest vectors | Squared length |
|---|---|---|
| (odd, even) | $\pm(3,0)$ | 9 |
| (even, odd) | $\pm(1,2)$ | 5 |
| (odd, odd) | $\pm(-2,2)$ | 8 |

Each class has a single shortest pair, so there are six neighbours, although only $\pm(1,2)$ are shortest in the whole lattice. In the square lattice, by contrast, the (odd, odd) class has four shortest vectors $(\pm1,\pm1)$. None of them is strict, and only four neighbours remain.

## The hexagonal lattice

```lean
/-- Generators of the hexagonal lattice in the complex plane: two unit vectors at 60 degrees. -/
def hexGen : Fin 2 → ℂ := ![1, ⟨1 / 2, Real.sqrt 3 / 2⟩]
```

The complex plane serves as the Euclidean plane. The generators are $a_0=1$ and $a_1=\tfrac12+\tfrac{\sqrt3}{2}i$, with the lattice constant set to 1.

```lean
/-- The point of the hexagonal lattice with integer coordinates `p`. -/
def hexPoint (p : ℤ × ℤ) : ℂ := ⟨p.1 + p.2 / 2, p.2 * Real.sqrt 3 / 2⟩
```

For a pair of integers $p=(p_1,p_2)$, written `p.1` and `p.2` in Lean, this is the point $p_1a_0+p_2a_1$.

```lean
/-- The hexagonal lattice consists of the points `hexPoint p`. -/
theorem mem_hex_iff (z : ℂ) : z ∈ lattice hexGen ↔ ∃ p, hexPoint p = z := by
  rw [lattice, Submodule.mem_span_range_iff_exists_fun]
  constructor
  · rintro ⟨c, rfl⟩
    refine ⟨(c 0, c 1), ?_⟩
    apply Complex.ext <;> simp [hexGen, hexPoint, Fin.sum_univ_two] <;> ring
  · rintro ⟨p, rfl⟩
    refine ⟨![p.1, p.2], ?_⟩
    apply Complex.ext <;> simp [hexGen, hexPoint, Fin.sum_univ_two] <;> ring
```

A complex number lies in the lattice exactly when it is `hexPoint p` for some `p`. The proof compares real and imaginary parts.

```lean
/-- The squared length of the hexagonal lattice vector with coordinates `(p, q)` is
`p² + pq + q²`. -/
theorem hex_norm_sq (p : ℤ × ℤ) :
    ‖hexPoint p‖ ^ 2 = ((p.1 ^ 2 + p.1 * p.2 + p.2 ^ 2 : ℤ) : ℝ) := by
  have h3 : Real.sqrt 3 * Real.sqrt 3 = 3 := Real.mul_self_sqrt (by norm_num)
  rw [Complex.sq_norm, Complex.normSq_apply]
  simp only [hexPoint]
  push_cast
  linear_combination ((p.2 : ℝ) ^ 2 / 4) * h3
```

The docstring calls the two coordinates $p$ and $q$; in the statement $p$ is the whole pair, and the coordinates are $p_1$ and $p_2$. The calculation is
$$\left(p_1+\tfrac{p_2}{2}\right)^2+\tfrac34p_2^2=p_1^2+p_1p_2+p_2^2.$$
The right-hand side is an integer, which the statement records by forming it in `ℤ` before converting it to a real number.

```lean
/-- In the hexagonal lattice the origin has exactly six neighbours. -/
theorem hex_six_neighbours : {R | IsNeighbour (lattice hexGen) R}.ncard = 6 := by
  let F : Finset (ℤ × ℤ) := {(1, 0), (0, 1), (-1, 1), (-1, 0), (0, -1), (1, -1)}
  have hF : ∀ p ∈ F, p.1 ^ 2 + p.1 * p.2 + p.2 ^ 2 = 1 := by decide
  have hinj : Function.Injective hexPoint := by
    intro p q h
    have him : (p.2 : ℝ) * Real.sqrt 3 / 2 = q.2 * Real.sqrt 3 / 2 := congrArg Complex.im h
    have hre : (p.1 : ℝ) + p.2 / 2 = q.1 + q.2 / 2 := congrArg Complex.re h
    have hs : Real.sqrt 3 ≠ 0 := (Real.sqrt_pos.mpr (by norm_num)).ne'
    have h2 : (p.2 : ℝ) = q.2 := mul_right_cancel₀ hs (by linarith)
    have h1 : (p.1 : ℝ) = q.1 := by linarith
    exact Prod.ext (by exact_mod_cast h1) (by exact_mod_cast h2)
  -- the six vectors of length one are shortest, hence strict, hence neighbours
  have hsub : hexPoint '' (F : Set (ℤ × ℤ)) ⊆ {R | IsNeighbour (lattice hexGen) R} := by
    rintro _ ⟨p, hp, rfl⟩
    have hone : ‖hexPoint p‖ ^ 2 = 1 := by
      rw [hex_norm_sq, hF p (Finset.mem_coe.mp hp), Int.cast_one]
    refine isNeighbour_iff_isStrict.mpr
      (isStrict_of_shortest ((mem_hex_iff _).mpr ⟨p, rfl⟩) (fun h => ?_) fun T hT hT0 => ?_)
    · rw [h, norm_zero] at hone
      norm_num at hone
    · obtain ⟨q, rfl⟩ := (mem_hex_iff _).mp hT
      have hpos : 0 < ‖hexPoint q‖ ^ 2 := pow_pos (norm_pos_iff.mpr hT0) 2
      rw [hex_norm_sq] at hpos
      have hge : (1 : ℤ) ≤ q.1 ^ 2 + q.1 * q.2 + q.2 ^ 2 := Int.cast_pos.mp hpos
      have hge' : (1 : ℝ) ≤ ‖hexPoint q‖ ^ 2 := by
        rw [hex_norm_sq]
        exact_mod_cast hge
      by_contra hcon
      have := pow_lt_pow_left₀ (not_le.mp hcon) (norm_nonneg _) two_ne_zero
      linarith
  obtain ⟨hfin, hle⟩ := plane_neighbours hexGen
  have hge := Set.ncard_le_ncard hsub hfin
  rw [Set.ncard_image_of_injective _ hinj, Set.ncard_coe_finset] at hge
  have hcard : F.card = 6 := by decide
  omega

end

end VoronoiNeighbours
```

The squared length of a nonzero lattice vector is a positive integer, hence at least 1. The six pairs in `F` attain the value 1, which `decide` checks case by case. Their vectors are therefore shortest, hence strict, hence neighbours.

Different pairs give different points (`hinj`): equal imaginary parts force equal $p_2$, and then equal real parts force equal $p_1$. So there are at least six neighbours, and `plane_neighbours` allows at most six.

```lean
#print axioms VoronoiNeighbours.plane_neighbours
#print axioms VoronoiNeighbours.hex_six_neighbours
```

```
'VoronoiNeighbours.plane_neighbours' depends on axioms: [propext, Classical.choice, Quot.sound]
'VoronoiNeighbours.hex_six_neighbours' depends on axioms: [propext, Classical.choice, Quot.sound]
```
